# The discrete Fourier matrix F turns the qudit shift X into the clock Z: F X F† = Z

Put one particle on a ring of d sites, labelled 0 to d − 1. Two operations suggest themselves. The shift X moves the particle one site along, and the clock Z leaves it where it is but multiplies its amplitude by a phase that depends on the site. Z is diagonal in the site basis and, for d ≥ 2, X is not. Which change of basis makes the shift diagonal, and what does the same change of basis do to the clock?

The answer is the discrete Fourier matrix F. It carries X to Z and Z to the adjoint X†. For d = 2 these are the Pauli matrices X and Z, and F is the Hadamard gate. The same matrices describe any single d-level system, or qudit, with d ≥ 1.

## Sites that wrap around

```lean
import Mathlib

open Matrix

namespace QuditFourier

noncomputable section

variable (d : ℕ) [NeZero d]
```

The first line loads Mathlib, Lean's mathematical library. The `variable` line fixes a natural number d, and `[NeZero d]` is the hypothesis that d is not zero. The sites will be elements of `ZMod d`, the integers modulo d, in which d − 1 plus 1 is 0. The ring's periodicity is thus built into the index type.

```lean
/-- The phase `w = exp(2πi/d)` of a `d`-level system. -/
def root (d : ℕ) : ℂ := Complex.exp (2 * Real.pi * Complex.I / d)
```

This is the phase

w = exp(2πi/d).

## Shift, clock, Fourier and parity matrices

```lean
/-- The shift `X`, which sends the basis state `j` to `j + 1` modulo `d`. -/
def shift : Matrix (ZMod d) (ZMod d) ℂ :=
  Matrix.of fun i j => if i = j + 1 then 1 else 0
```

The type `Matrix (ZMod d) (ZMod d) ℂ` is that of complex matrices with rows and columns labelled by sites. The entries of the shift are

X(i, j) = 1 if i = j + 1, and 0 otherwise,

so that X|j⟩ = |j + 1⟩, with the last site sent to the first.

```lean
/-- The clock `Z`, diagonal with entries `w ^ b`. -/
def clock : Matrix (ZMod d) (ZMod d) ℂ :=
  Matrix.diagonal fun b => root d ^ b.val
```

The clock is diagonal:

Z|b⟩ = w^b |b⟩.

An exponent must be an ordinary number, while b is a residue class. The expression `b.val` is its representative among 0, …, d − 1.

```lean
/-- The Fourier matrix, with entries `w ^ (a b) / √d`. -/
def fourier : Matrix (ZMod d) (ZMod d) ℂ :=
  Matrix.of fun a b => root d ^ (a.val * b.val) / ((Real.sqrt (d : ℝ) : ℝ) : ℂ)
```

The Fourier matrix has entries

F(a, b) = w^(ab)/√d.

The exponent carries a plus sign, which is a convention; with a minus sign the matrix would be F†. The nested type annotations only say that the real number √d is to be read as a complex one.

```lean
/-- The parity matrix, which sends the basis state `b` to `-b` modulo `d`. -/
def parity : Matrix (ZMod d) (ZMod d) ℂ :=
  Matrix.of fun a b => if a = -b then 1 else 0
```

The parity matrix P reflects the ring: P|b⟩ = |−b⟩.

## The phase as a character of the ring

```lean
/-- The power `w ^ n` is the standard additive character of `ℤ/d` evaluated at `n` modulo `d`. -/
theorem root_pow (n : ℕ) : root d ^ n = ZMod.stdAddChar (n : ZMod d) := by
  have h := ZMod.stdAddChar_coe (N := d) (n : ℤ)
  simp only [Int.cast_natCast] at h
  rw [h, root, ← Complex.exp_nat_mul]
  congr 1
  ring
```

Write χ for `ZMod.stdAddChar`, Mathlib's standard additive character of the integers modulo d. The theorem says

w^n = χ(n mod d).

By hand, w^n = exp(2πi n/d), and raising n by d multiplies this by exp(2πi) = 1, so only the residue of n matters. In Lean, `ZMod.stdAddChar_coe` supplies the exponential formula for χ, `Complex.exp_nat_mul` turns the power of an exponential into a single exponential, and `ring` matches the exponents.

The whole development turns on this object. An `AddChar` is a function bundled with the proof that it turns sums into products:

χ(x + y) = χ(x) χ(y), χ(0) = 1.

Here x + y is addition on the ring. With bare powers of w, the step from site d − 1 to site 0 is a special case, because the representative returns to 0 instead of rising by one. Once the powers are values of χ, the wrap-around is already accounted for.

The character also brings its orthogonality relation. For a site c,

Σ_k χ(kc) = d if c = 0, and 0 otherwise.

For c = 0 every term is 1. For c ≠ 0, call the sum S. Replacing k by k + 1 only reorders the terms, so S = χ(c) S, and since χ(c) ≠ 1, S = 0. Mathlib has this as `AddChar.sum_mulShift`, which asks for the character to be primitive; `ZMod.isPrimitive_stdAddChar` provides that.

```lean
/-- The entries of the Fourier matrix are values of the standard additive character at `a b` modulo
`d`, divided by `√d`. -/
theorem fourier_apply (a b : ZMod d) :
    fourier d a b = ZMod.stdAddChar (a * b) / ((Real.sqrt (d : ℝ) : ℝ) : ℂ) := by
  simp only [fourier, Matrix.of_apply, root_pow, Nat.cast_mul, ZMod.natCast_zmod_val]
```

The Fourier entries can now be written

F(a, b) = χ(ab)/√d,

with the product ab taken on the ring.

## F is unitary

```lean
/-- The Fourier matrix is unitary. -/
theorem fourier_unitary : fourier d ∈ Matrix.unitaryGroup (ZMod d) ℂ := by
  rw [Matrix.mem_unitaryGroup_iff, Matrix.star_eq_conjTranspose]
  have hd : ((Real.sqrt (d : ℝ) : ℝ) : ℂ) * ((Real.sqrt (d : ℝ) : ℝ) : ℂ) = d := by
    rw [← Complex.ofReal_mul, Real.mul_self_sqrt (Nat.cast_nonneg d), Complex.ofReal_natCast]
  have hd0 : (d : ℂ) ≠ 0 := Nat.cast_ne_zero.mpr (NeZero.ne d)
  -- complex conjugation reverses the argument of a character
  have hconj : ∀ x : ZMod d,
      starRingEnd ℂ (ZMod.stdAddChar x) = ZMod.stdAddChar (-x) := by
    intro x
    rw [ZMod.stdAddChar_apply, ZMod.stdAddChar_apply, AddChar.map_neg_eq_inv,
      Circle.coe_inv_eq_conj]
  ext a b
  have term : ∀ k, fourier d a k * star (fourier d b k)
      = ZMod.stdAddChar (k * (a - b)) / (d : ℂ) := by
    intro k
    rw [fourier_apply, fourier_apply, Complex.star_def, map_div₀, hconj, Complex.conj_ofReal,
      div_mul_div_comm, hd, ← AddChar.map_add_eq_mul,
      show a * k + -(b * k) = k * (a - b) by ring]
  rw [Matrix.mul_apply]
  simp only [Matrix.conjTranspose_apply, term]
  -- orthogonality of characters
  rw [← Finset.sum_div, AddChar.sum_mulShift (a - b) (ZMod.isPrimitive_stdAddChar d)]
  by_cases h : a = b
  · subst h
    simp [ZMod.card, hd0]
  · simp [sub_eq_zero, h]
```

The statement places F in the unitary group. For square matrices of finite size it is enough to check F F† = 1. Complex conjugation reverses the argument of a character, conj χ(x) = χ(−x), which is `hconj` in the proof. Hence

(F F†)(a, b) = Σ_k F(a, k) conj F(b, k)

= (1/d) Σ_k χ(ak) χ(−bk)

= (1/d) Σ_k χ(k(a − b)).

By orthogonality this is 1 when a = b and 0 otherwise. The local fact `term` is the computation for one k, `ext a b` reduces the matrix equation to its entries, and `by_cases` separates the diagonal from the rest.

## Moving F past a shift or a clock

```lean
/-- Moving the Fourier matrix through a shift turns the shift into a clock: `F X = Z F`. -/
theorem fourier_mul_shift : fourier d * shift d = clock d * fourier d := by
  ext a b
  rw [clock, Matrix.diagonal_mul, Matrix.mul_apply]
  simp only [shift, Matrix.of_apply, mul_ite, mul_one, mul_zero, Finset.sum_ite_eq',
    Finset.mem_univ, if_true]
  rw [fourier_apply, fourier_apply, root_pow, ZMod.natCast_zmod_val, mul_add, mul_one,
    AddChar.map_add_eq_mul]
  ring
```

The relation F X = Z F follows by comparing entries. Only k = b + 1 contributes to the sum:

(F X)(a, b) = Σ_k F(a, k) X(k, b) = F(a, b + 1)

= χ(ab + a)/√d = χ(a) F(a, b) = (Z F)(a, b).

The lemma `Finset.sum_ite_eq'` picks out the surviving term, and `AddChar.map_add_eq_mul` splits the character.

```lean
/-- Moving the Fourier matrix through a clock turns the clock into the adjoint shift:
`F Z = X† F`. -/
theorem fourier_mul_clock : fourier d * clock d = (shift d)ᴴ * fourier d := by
  ext a b
  rw [clock, Matrix.mul_diagonal, Matrix.mul_apply]
  simp only [shift, Matrix.conjTranspose_apply, Matrix.of_apply, apply_ite star, star_one,
    star_zero, ite_mul, one_mul, zero_mul, Finset.sum_ite_eq', Finset.mem_univ, if_true]
  rw [fourier_apply, fourier_apply, root_pow, ZMod.natCast_zmod_val, add_mul, one_mul,
    AddChar.map_add_eq_mul]
  ring
```

The superscript `ᴴ` is the conjugate transpose, written † here. For F Z = X† F the shift acts on the row index of F:

(X† F)(a, b) = Σ_k conj X(k, a) F(k, b) = F(a + 1, b)

= χ(ab + b)/√d = F(a, b) χ(b) = (F Z)(a, b).

The adjoint appears because X† on the left of F reads the row a + 1, whereas X would read the row a − 1.

## The phase for exchanging clocks and shifts

```lean
/-- Exchanging `b` clocks with `a` shifts costs the phase `w ^ (a b)`. -/
theorem clock_pow_mul_shift_pow (a b : ℕ) :
    clock d ^ b * shift d ^ a = root d ^ (a * b) • (shift d ^ a * clock d ^ b) := by
  -- one clock and one shift
  have h1 : clock d * shift d = root d • (shift d * clock d) := by
    have hw : root d = ZMod.stdAddChar (1 : ZMod d) := by simpa using root_pow d 1
    ext i j
    rw [clock, Matrix.diagonal_mul, Matrix.smul_apply, Matrix.mul_diagonal]
    by_cases h : i = j + 1
    · subst h
      simp only [shift, Matrix.of_apply, if_true, root_pow, ZMod.natCast_zmod_val, smul_eq_mul,
        AddChar.map_add_eq_mul]
      rw [hw]
      ring
    · simp [shift, h]
  -- one clock and several shifts
  have h2 : ∀ n : ℕ, clock d * shift d ^ n = root d ^ n • (shift d ^ n * clock d) := by
    intro n
    induction n with
    | zero => simp
    | succ n ih =>
      rw [pow_succ (shift d) n, pow_succ (root d) n, ← mul_assoc, ih, smul_mul_assoc, mul_assoc,
        h1, mul_smul_comm, smul_smul, mul_assoc]
  induction b with
  | zero => simp
  | succ b ih =>
    rw [show a * (b + 1) = a + a * b by ring, pow_succ (clock d) b, mul_assoc, h2,
      mul_smul_comm, ← mul_assoc, ih, smul_mul_assoc, smul_smul, mul_assoc, ← pow_add]
```

In this theorem a and b are natural-number exponents, not sites. The symbol `•` multiplies a matrix by a number, so the theorem reads

Z^b X^a = w^(ab) X^a Z^b.

The case a = b = 1 is the familiar relation Z X = w X Z, proved as `h1`. Both sides vanish unless i = j + 1, and there

(Z X)(i, j) = χ(j + 1) = w χ(j) = w (X Z)(i, j).

Next, `h2` lets one clock pass n shifts, by induction:

Z X^(n+1) = (Z X^n) X = w^n X^n Z X = w^(n+1) X^(n+1) Z.

A second induction, on the number of clocks, completes the count:

Z^(b+1) X^a = Z^b (Z X^a) = w^a Z^b X^a Z = w^(a+ab) X^a Z^(b+1).

## The shift becomes the clock

```lean
/-- The Fourier matrix diagonalises the shift, and the result is the clock: `F X F† = Z`. -/
theorem fourier_conj_shift : fourier d * shift d * (fourier d)ᴴ = clock d := by
  have hF : fourier d * (fourier d)ᴴ = 1 := Matrix.mem_unitaryGroup_iff.mp (fourier_unitary d)
  rw [fourier_mul_shift, mul_assoc, hF, mul_one]
```

With both ingredients in place, the proof takes one line by hand:

F X F† = Z F F† = Z.

The Lean proof extracts F F† = 1 from unitarity as `hF` and then rewrites in the same order.

Read as a diagonalisation, X F† = F† Z, so column b of F† is an eigenvector of X with eigenvalue w^b. Its amplitude at site a is w^(−ab)/√d, a normalised plane wave on the ring. The minus sign follows from the conventions: X moves the particle forward, so the shifted wave at a site takes its value from the site behind.

## Products of shifts and clocks

```lean
/-- Conjugation by the Fourier matrix sends a product of shifts and clocks to a product of
clocks and adjoint shifts: `w ^ (a b) F X^a Z^b F† = (X†)^b Z^a`. -/
theorem fourier_conj_word (a b : ℕ) :
    root d ^ (a * b) • (fourier d * (shift d ^ a * clock d ^ b) * (fourier d)ᴴ)
      = (shift d)ᴴ ^ b * clock d ^ a := by
  have hF : fourier d * (fourier d)ᴴ = 1 := Matrix.mem_unitaryGroup_iff.mp (fourier_unitary d)
  have hX : SemiconjBy (fourier d) (shift d) (clock d) := fourier_mul_shift d
  have hZ : SemiconjBy (fourier d) (clock d) (shift d)ᴴ := fourier_mul_clock d
  -- push the Fourier matrix through the whole word
  have h : fourier d * (clock d ^ b * shift d ^ a)
      = (shift d)ᴴ ^ b * clock d ^ a * fourier d :=
    (hZ.pow_right b).mul_right (hX.pow_right a)
  rw [← smul_mul_assoc, ← mul_smul_comm, ← clock_pow_mul_shift_pow, h, mul_assoc, hF, mul_one]
```

For all natural numbers a and b,

w^(ab) F X^a Z^b F† = (X†)^b Z^a.

By hand, first absorb the phase by restoring the order Z^b X^a, then push F to the right:

w^(ab) F X^a Z^b F† = F Z^b X^a F†

= (X†)^b F X^a F†

= (X†)^b Z^a F F† = (X†)^b Z^a.

In Lean, `SemiconjBy (fourier d) (shift d) (clock d)` is a name for the relation F X = Z F. Such relations extend to powers through `pow_right` and to products through `mul_right`, so no further induction is needed. Taking a = 0 and b = 1 gives F Z F† = X†.

In the language of quantum computing, conjugation by F sends each clock-shift word to another word up to a phase, which is the defining behaviour of a Clifford gate, here for a single qudit. The theorem treats F as an exact matrix; it does not decompose F into elementary gates, and it does not treat several qudits.

## Two Fourier matrices make a reflection, four make the identity

```lean
/-- Applying the Fourier matrix twice gives the parity matrix. -/
theorem fourier_sq : fourier d * fourier d = parity d := by
  have hd : ((Real.sqrt (d : ℝ) : ℝ) : ℂ) * ((Real.sqrt (d : ℝ) : ℝ) : ℂ) = d := by
    rw [← Complex.ofReal_mul, Real.mul_self_sqrt (Nat.cast_nonneg d), Complex.ofReal_natCast]
  have hd0 : (d : ℂ) ≠ 0 := Nat.cast_ne_zero.mpr (NeZero.ne d)
  ext a b
  have term : ∀ k, fourier d a k * fourier d k b
      = ZMod.stdAddChar (k * (a + b)) / (d : ℂ) := by
    intro k
    rw [fourier_apply, fourier_apply, div_mul_div_comm, hd, ← AddChar.map_add_eq_mul,
      show a * k + k * b = k * (a + b) by ring]
  rw [Matrix.mul_apply]
  simp only [term]
  rw [← Finset.sum_div, AddChar.sum_mulShift (a + b) (ZMod.isPrimitive_stdAddChar d)]
  by_cases h : a + b = 0
  · simp [parity, eq_neg_iff_add_eq_zero, h, ZMod.card, hd0]
  · simp [parity, eq_neg_iff_add_eq_zero, h]
```

Here a and b are sites again. The calculation is that of unitarity without the complex conjugation, so a sum replaces the difference:

(F²)(a, b) = (1/d) Σ_k χ(ak) χ(kb) = (1/d) Σ_k χ(k(a + b)).

This is 1 if a = −b and 0 otherwise, which is P(a, b). The Fourier matrix is therefore not its own inverse in general. For d = 1 and d = 2 every site equals its own negative, so P = 1 and F² = 1, as is familiar for the Hadamard gate.

```lean
/-- Applying the Fourier matrix four times gives the identity. -/
theorem fourier_pow_four : fourier d ^ 4 = 1 := by
  have hP : parity d * parity d = 1 := by
    ext a b
    rw [Matrix.mul_apply, Matrix.one_apply]
    simp only [parity, Matrix.of_apply, mul_ite, mul_one, mul_zero, Finset.sum_ite_eq',
      Finset.mem_univ, if_true, neg_neg]
  calc fourier d ^ 4 = (fourier d * fourier d) * (fourier d * fourier d) := by noncomm_ring
    _ = 1 := by rw [fourier_sq, hP]

end

end QuditFourier
```

Reflecting twice restores every site, so P² = 1 and

F⁴ = F² F² = P² = 1.

The Lean proof checks P² = 1 entry by entry as `hP`. The `calc` block then groups the four factors into two pairs and replaces each pair by P.

```lean
#print axioms QuditFourier.fourier_mul_clock
#print axioms QuditFourier.fourier_conj_shift
#print axioms QuditFourier.fourier_conj_word
#print axioms QuditFourier.fourier_pow_four
```

```
'QuditFourier.fourier_mul_clock' depends on axioms: [propext, Classical.choice, Quot.sound]
'QuditFourier.fourier_conj_shift' depends on axioms: [propext, Classical.choice, Quot.sound]
'QuditFourier.fourier_conj_word' depends on axioms: [propext, Classical.choice, Quot.sound]
'QuditFourier.fourier_pow_four' depends on axioms: [propext, Classical.choice, Quot.sound]
```

## A translation computed with two FFTs

Rearranged, the main result is X = F† Z F: a translation is a Fourier transform, a multiplication by phases, and a transform back. NumPy's `fft` has a minus sign in the exponent, so the F used here corresponds to `ifft` with `norm="ortho"`, and F† to `fft` with the same option. For an array `psi` of length d, with `w = np.exp(2j*np.pi/d)`, the expression

```python
np.fft.fft(w**np.arange(d) * np.fft.ifft(psi))
```

agrees with `np.roll(psi, 1)` up to rounding. The default normalisations are fine here, since their factors combine to the same 1/d. Swapping `fft` and `ifft` while keeping `w` shifts the array the other way. For d ≥ 3 and a `psi` with a single nonzero entry the two results differ, so the comparison with `np.roll` then tests the sign convention of the transforms.

The same change of basis serves for a single particle hopping on a ring of d ≥ 3 sites with real amplitude t. Its Hamiltonian −t(X + X†) becomes −t(Z + Z†) under conjugation by F, and the energies −2t cos(2πb/d) stand on the diagonal. The Fourier version of split-operator propagation in real time, for one particle in a real local potential on a periodic grid, uses this kind of diagonalisation: the kinetic factor is applied as a list of phases between two FFTs, and the potential factor as a list of phases in the site basis.
